# Finite work laws obeying the Jarzynski equality approach the bound $e^{-\beta z}$ on second-law violations by a margin $z>0$ but never reach it

## Two work values

Take a driven process at inverse temperature $\beta>0$ with free-energy difference $\Delta F$, in which the work $W$ has only two possible values. With probability $q$ it lies a margin $z>0$ below $\Delta F$, and with probability $1-q$ it lies an amount $M$ above. Impose the Jarzynski equality $\langle e^{-\beta W}\rangle=e^{-\beta\Delta F}$. Dividing it by $e^{-\beta\Delta F}$ gives

$$q\,e^{\beta z}+(1-q)\,e^{-\beta M}=1 .$$

Choose $\beta z=\ln 2$, so that $e^{-\beta z}=1/2$. For $q=1/4$ the first term is $1/2$, the second must supply the other half, and $e^{-\beta M}=2/3$. For $q=0.49$ the first term is $0.98$, and $e^{-\beta M}=0.02/0.51$, that is $\beta M=\ln 25.5$. At $q=1/2$ the first term is already $1$, while the second is $\tfrac12 e^{-\beta M}>0$ for every finite $M$, so the equation has no solution. The low-work outcome can take any probability below $1/2$, at the price of ever larger dissipation in the other outcome, but it cannot take $1/2$ itself.

## The attainable violation probabilities

A finite work law consists of $n$ outcomes $i=0,\dots,n-1$ with probabilities $p_i\ge 0$, $\sum_i p_i=1$, and real work values $W_i$. The Jarzynski equality is a hypothesis throughout. Physically it describes a system prepared in equilibrium at inverse temperature $\beta$ and driven between two values of a control parameter whose equilibrium free energies differ by $\Delta F$. The second law constrains the mean work; a single realisation with $W\le\Delta F-z$ is called a violation by the margin $z$.

The claim is this. For $\beta,z>0$, real $\Delta F$ and $q\ge0$, there is a finite work law obeying the Jarzynski equality with $\mathrm{Prob}(W\le\Delta F-z)=q$ if and only if $q<e^{-\beta z}$.

Start from a law that obeys the equality. Multiplying by $e^{\beta\Delta F}$ gives

$$\sum_i p_i\,e^{\beta(\Delta F-W_i)}=1 .$$

Suppose $W_i\le\Delta F+M$ for all $i$, and write $q=\mathrm{Prob}(W\le\Delta F-z)$, $E=e^{\beta z}$, $m=e^{-\beta M}$. An outcome with $W_i\le\Delta F-z$ has $\Delta F-W_i\ge z$, so its exponential is at least $E$. Any other outcome has $\Delta F-W_i\ge -M$, so its exponential is at least $m$. The first group carries probability $q$ and the second $1-q$, so $qE+(1-q)m\le1$, or

$$q\,(E-m)\le 1-m .$$

A finite law always has such a cap: $M=\sum_j|W_j-\Delta F|\ge0$ exceeds or equals each $W_i-\Delta F$. Then $0<m\le1<E$. If $q\ge1$ held, the capped inequality would give $E-m\le1-m$, contradicting $E>1$. Hence $q<1$, and $qE\le1-(1-q)m<1$, which is $q<e^{-\beta z}$.

Conversely, let $0\le q<e^{-\beta z}$. Then $q\le qE<1$, and

$$r=\frac{1-qE}{1-q}$$

satisfies $0<r\le1$. Set $M=-\ln r/\beta\ge0$, so that $e^{-\beta M}=r$. The two-value law with mass $q$ at $\Delta F-z$ and mass $1-q$ at $\Delta F+M$ has $qE+(1-q)r=1$ and therefore obeys the Jarzynski equality. Since $\Delta F-z<\Delta F+M$, only the first value counts as a violation, and its probability is $q$.

The attainable values thus fill the interval $[0,e^{-\beta z})$, whose least upper bound $e^{-\beta z}$ is not a member. If a cap $M\ge0$ is fixed in advance, the capped inequality gives $q\le q^*=(1-m)/(E-m)$, and the two-value law with mass $q^*$ satisfies $q^*E+(1-q^*)m=q^*(E-m)+m=1$, so under a cap the maximum exists. At $z=0$ the law with all its mass at $W=\Delta F$ has $\mathrm{Prob}(W\le\Delta F)=1=e^{0}$, so strictness fails at $z=0$ and the hypothesis $z>0$ cannot be weakened to $z\ge0$. For $z<0$ the number $e^{-\beta z}$ exceeds $1$, so the strict inequality holds trivially and the bound is no longer sharp.

In a fast-switching simulation, a finite sample of $N$ work values with weights $1/N$ is such a law, and it obeys the equality exactly when $\Delta F$ is taken to be the exponential-average estimate computed from that same sample; the fraction of samples at or below the estimate minus $z$ is then less than $e^{-\beta z}$, a statement about the estimate and not about the true free energy.

## Work laws in Lean

```lean
import Mathlib

open Real Finset

namespace SecondLawViolationSharpness

noncomputable section
```

The structure `WorkLaw` holds the data of a finite law. The index type `Fin n` runs over $0,\dots,n-1$, the functions `p` and `W` give $p_i$ and $W_i$, and the fields `nonneg` and `total` are the two conditions on the probabilities. Work values are real numbers, hence finite. They may repeat, and outcomes of probability zero are allowed. No law has $n=0$, since an empty sum is not $1$; for $n=1$ and $\beta>0$ the Jarzynski equality forces $W_0=\Delta F$, and the violation probability is $0$.

```lean
/-- A finitely supported work law: `n` outcomes with probabilities `p` and work values `W`. -/
structure WorkLaw where
  n : ℕ
  p : Fin n → ℝ
  W : Fin n → ℝ
  nonneg : ∀ i, 0 ≤ p i
  total : ∑ i, p i = 1
```

The average `L.expAvg β` is $\langle e^{-\beta W}\rangle$. The probability `L.probLe x` adds $p_i$ over the outcomes with $W_i\le x$, so an outcome exactly at the threshold counts.

```lean
/-- The exponential work average `⟨exp(-β W)⟩`. -/
def WorkLaw.expAvg (L : WorkLaw) (β : ℝ) : ℝ := ∑ i, L.p i * exp (-β * L.W i)

/-- The probability `Prob(W ≤ x)`. -/
def WorkLaw.probLe (L : WorkLaw) (x : ℝ) : ℝ := ∑ i, if L.W i ≤ x then L.p i else 0
```

The predicate `L.Jarzynski β dF` states the equality, with `dF` for $\Delta F$. The sign convention is that $W$ is work done on the system, so that $W-\Delta F$ is the dissipated work. There is no Hamiltonian, protocol or initial ensemble in the model. The equality is a constraint on a probability law, and the existence statements below produce laws, not dynamics that generate them.

```lean
/-- The Jarzynski equality `⟨exp(-β W)⟩ = exp(-β dF)`. -/
def WorkLaw.Jarzynski (L : WorkLaw) (β dF : ℝ) : Prop := L.expAvg β = exp (-β * dF)
```

## The two-value law

`twoPoint q a b h0 h1` puts probability $q$ on outcome $0$ with work $a$ and probability $1-q$ on outcome $1$ with work $b$. The arguments `h0` and `h1` are the proofs of $0\le q$ and $q\le1$.

```lean
/-- The law with work `a` with probability `q` and work `b` with probability `1 - q`. -/
def twoPoint (q a b : ℝ) (h0 : 0 ≤ q) (h1 : q ≤ 1) : WorkLaw where
  n := 2
  p := ![q, 1 - q]
  W := ![a, b]
  nonneg := by intro i; fin_cases i <;> simp [h0, h1]
  total := by simp [Fin.sum_univ_two]
```

Two lemmas evaluate the sums over two terms: the exponential average, and the probability of $W\le x$ for a threshold with $a\le x<b$.

```lean
/-- The exponential average of the two-point law is `q exp(-β a) + (1 - q) exp(-β b)`. -/
theorem expAvg_twoPoint (β q a b : ℝ) (h0 : 0 ≤ q) (h1 : q ≤ 1) :
    (twoPoint q a b h0 h1).expAvg β = q * exp (-β * a) + (1 - q) * exp (-β * b) := by
  show ∑ i : Fin 2, (![q, 1 - q] : Fin 2 → ℝ) i * exp (-β * (![a, b] : Fin 2 → ℝ) i) = _
  simp [Fin.sum_univ_two]

/-- For a threshold `a ≤ x < b` the two-point law has `Prob(W ≤ x) = q`. -/
theorem probLe_twoPoint {q a b x : ℝ} (h0 : 0 ≤ q) (h1 : q ≤ 1) (ha : a ≤ x) (hb : x < b) :
    (twoPoint q a b h0 h1).probLe x = q := by
  show (∑ i : Fin 2,
    if (![a, b] : Fin 2 → ℝ) i ≤ x then (![q, 1 - q] : Fin 2 → ℝ) i else 0) = _
  simp [Fin.sum_univ_two, ha, not_le.2 hb]
```

`twoPoint_jarzynski` is the opening equation read backwards. The facts `e1` and `e2` factor $e^{-\beta\Delta F}$ out of both exponentials, and `linear_combination exp (-β * dF) * h` multiplies the balance condition by that factor.

```lean
/-- The two-point law on `dF - z` and `dF + M` obeys the Jarzynski equality when
`q exp(β z) + (1 - q) exp(-β M) = 1`. -/
theorem twoPoint_jarzynski {β dF z M q : ℝ} (h0 : 0 ≤ q) (h1 : q ≤ 1)
    (h : q * exp (β * z) + (1 - q) * exp (-β * M) = 1) :
    (twoPoint q (dF - z) (dF + M) h0 h1).Jarzynski β dF := by
  have e1 : exp (-β * (dF - z)) = exp (-β * dF) * exp (β * z) := by
    rw [← exp_add]; congr 1; ring
  have e2 : exp (-β * (dF + M)) = exp (-β * dF) * exp (-β * M) := by
    rw [← exp_add]; congr 1; ring
  unfold WorkLaw.Jarzynski
  rw [expAvg_twoPoint, e1, e2]
  linear_combination exp (-β * dF) * h
```

## The capped inequality and the strict bound

`avg_exp_dissipation` is the first step of the derivation. Each term is rewritten as $p_i e^{-\beta W_i}e^{\beta\Delta F}$, the constant factor leaves the sum, and the Jarzynski equality turns the product into $e^{-\beta\Delta F}e^{\beta\Delta F}=1$.

```lean
/-- Under the Jarzynski equality, `⟨exp(β (dF - W))⟩ = 1`. -/
theorem avg_exp_dissipation {L : WorkLaw} {β dF : ℝ} (h : L.Jarzynski β dF) :
    ∑ i, L.p i * exp (β * (dF - L.W i)) = 1 := by
  have h' : L.expAvg β = exp (-β * dF) := h
  have e : ∀ i, L.p i * exp (β * (dF - L.W i)) =
      L.p i * exp (-β * L.W i) * exp (β * dF) := fun i => by
    rw [mul_assoc, ← exp_add]; congr 2; ring
  rw [Finset.sum_congr rfl (fun i _ => e i), ← Finset.sum_mul]
  show L.expAvg β * _ = 1
  rw [h', ← exp_add]
  simp
```

`capped_bound` assumes $\beta>0$ and the cap `hM`, with no sign condition on $z$ or $M$. The cap applies to every listed outcome, including those of probability zero. The statement `key` is the comparison for one outcome: its left side equals $p_iE$ on a violating outcome and $p_im$ otherwise, and `split_ifs` separates the two cases. `Finset.sum_le_sum` adds the inequalities, after which the right side is $1$ by the previous lemma and the left side is $q(E-m)+m$ by `L.total`.

```lean
/-- If the Jarzynski equality holds with `β > 0` and the work never exceeds `dF + M`, then
`Prob(W ≤ dF - z) (exp(β z) - exp(-β M)) ≤ 1 - exp(-β M)`. -/
theorem capped_bound {L : WorkLaw} {β dF M : ℝ} (z : ℝ) (hβ : 0 < β) (h : L.Jarzynski β dF)
    (hM : ∀ i, L.W i ≤ dF + M) :
    L.probLe (dF - z) * (exp (β * z) - exp (-β * M)) ≤ 1 - exp (-β * M) := by
  -- outcome by outcome, exp(β (dF - W)) is at least exp(β z) or at least exp(-β M)
  have key : ∀ i, (if L.W i ≤ dF - z then L.p i else 0) * (exp (β * z) - exp (-β * M))
      + L.p i * exp (-β * M) ≤ L.p i * exp (β * (dF - L.W i)) := by
    intro i
    split_ifs with hi
    · have h1 : exp (β * z) ≤ exp (β * (dF - L.W i)) :=
        exp_le_exp.2 (mul_le_mul_of_nonneg_left (by linarith) hβ.le)
      have h2 := mul_le_mul_of_nonneg_left h1 (L.nonneg i)
      linarith
    · have h0 : β * (-M) ≤ β * (dF - L.W i) :=
        mul_le_mul_of_nonneg_left (by linarith [hM i]) hβ.le
      have h1 : exp (-β * M) ≤ exp (β * (dF - L.W i)) := exp_le_exp.2 (by linarith)
      have h2 := mul_le_mul_of_nonneg_left h1 (L.nonneg i)
      linarith
  have hs := Finset.sum_le_sum (s := Finset.univ) (fun i _ => key i)
  rw [avg_exp_dissipation h, Finset.sum_add_distrib, ← Finset.sum_mul, ← Finset.sum_mul,
    L.total] at hs
  unfold WorkLaw.probLe
  linarith
```

`probLe_lt` follows the argument above in the same order. The `obtain` step builds the cap $\sum_j|W_j-\Delta F|$, and this is where finiteness of the law is used. The facts `hm0`, `hm1` and `hE` are $0<m\le1<E$, the last from $1+\beta z\le e^{\beta z}$. The contradiction in `hq` gives $q<1$, `hpos` is $(1-q)m>0$, and the last lines prove $qE<e^{-\beta z}E=1$ and cancel the positive factor $E$.

```lean
/-- Under the Jarzynski equality with `β, z > 0`, `Prob(W ≤ dF - z)` is strictly below
`exp(-β z)`. -/
theorem probLe_lt {L : WorkLaw} {β dF z : ℝ} (hβ : 0 < β) (hz : 0 < z)
    (h : L.Jarzynski β dF) : L.probLe (dF - z) < exp (-β * z) := by
  -- a finite law has a finite cap M ≥ 0 on the dissipated work
  obtain ⟨M, hM0, hM⟩ : ∃ M : ℝ, 0 ≤ M ∧ ∀ i, L.W i ≤ dF + M := by
    refine ⟨∑ i, |L.W i - dF|, Finset.sum_nonneg fun i _ => abs_nonneg _, fun i => ?_⟩
    have h1 : |L.W i - dF| ≤ ∑ j, |L.W j - dF| :=
      Finset.single_le_sum (f := fun j => |L.W j - dF|) (fun j _ => abs_nonneg _)
        (Finset.mem_univ i)
    linarith [le_abs_self (L.W i - dF)]
  have hb := capped_bound z hβ h hM
  have hm0 : 0 < exp (-β * M) := exp_pos _
  have hm1 : exp (-β * M) ≤ 1 := exp_le_one_iff.2 (by nlinarith)
  have hE : 1 < exp (β * z) := by linarith [add_one_le_exp (β * z), mul_pos hβ hz]
  have hinv : exp (-β * z) * exp (β * z) = 1 := by rw [← exp_add]; simp
  -- first q < 1, then q exp(β z) ≤ 1 - (1 - q) exp(-β M) < 1
  have hq : L.probLe (dF - z) < 1 := by
    by_contra hc
    have := mul_le_mul_of_nonneg_right (not_lt.1 hc)
      (by linarith : 0 ≤ exp (β * z) - exp (-β * M))
    linarith
  have hpos := mul_pos (sub_pos.2 hq) hm0
  refine lt_of_mul_lt_mul_right ?_ (exp_pos (β * z)).le
  rw [hinv]
  linarith
```

## The equivalence and the least upper bound

`violation_attainable_iff` is the claim in full. For $\beta>0$, $z>0$, any real `dF` and $q\ge0$, the existence of a `WorkLaw` with `L.Jarzynski β dF` and `L.probLe (dF - z) = q` is equivalent to `q < exp (-β * z)`. The quantifier ranges over all $n$. The hypothesis `hq` is needed only for the direction from the inequality to existence, because a negative $q$ satisfies the inequality and is no probability; it admits $q=0$, where $r=1$, $M=0$ and all mass sits at $\Delta F$.

The forward direction is `probLe_lt`. In the other direction, `hqE` and `hle` give $q\le qE<1$, the facts `hr0` and `hr1` place $r$ in $(0,1]$, and `-log r / β` is $M$. The fact `he` is $e^{-\beta M}=r$, and with `hrq`, which reads $(1-q)r=1-qE$, it yields the balance condition that `twoPoint_jarzynski` asks for.

```lean
/-- For `β, z > 0`, a number `q ≥ 0` equals `Prob(W ≤ dF - z)` for some finitely supported work
law obeying the Jarzynski equality if and only if `q < exp(-β z)`. -/
theorem violation_attainable_iff {β z q : ℝ} (dF : ℝ) (hβ : 0 < β) (hz : 0 < z) (hq : 0 ≤ q) :
    (∃ L : WorkLaw, L.Jarzynski β dF ∧ L.probLe (dF - z) = q) ↔ q < exp (-β * z) := by
  refine ⟨fun ⟨L, hL, hp⟩ => hp ▸ probLe_lt hβ hz hL, fun hlt => ?_⟩
  have hE : 1 < exp (β * z) := by linarith [add_one_le_exp (β * z), mul_pos hβ hz]
  have hinv : exp (-β * z) * exp (β * z) = 1 := by rw [← exp_add]; simp
  have hqE : q * exp (β * z) < 1 := by
    have := mul_lt_mul_of_pos_right hlt (exp_pos (β * z))
    linarith
  have hle : q ≤ q * exp (β * z) := le_mul_of_one_le_right hq hE.le
  have hq1 : 0 < 1 - q := by linarith
  -- the remaining mass sits at dF + M with exp(-β M) = r
  obtain ⟨r, hr⟩ : ∃ r, r = (1 - q * exp (β * z)) / (1 - q) := ⟨_, rfl⟩
  have hr0 : 0 < r := by rw [hr]; exact div_pos (by linarith) hq1
  have hr1 : r ≤ 1 := by rw [hr, div_le_one hq1]; linarith
  have hrq : (1 - q) * r = 1 - q * exp (β * z) := by rw [hr]; field_simp
  have hM : 0 ≤ -log r / β := div_nonneg (neg_nonneg.2 (log_nonpos hr0.le hr1)) hβ.le
  have he : exp (-β * (-log r / β)) = r := by
    have : -β * (-log r / β) = log r := by field_simp
    rw [this, exp_log hr0]
  refine ⟨twoPoint q (dF - z) (dF + -log r / β) hq (by linarith), ?_, ?_⟩
  · apply twoPoint_jarzynski
    rw [he]; linarith
  · exact probLe_twoPoint _ _ le_rfl (by linarith)
```

`bound_optimal_not_attained` expresses optimality with `IsLUB`: $e^{-\beta z}$ is an upper bound of the set of attainable probabilities, and no smaller number is. Its second half says that no law reaches the bound. The step `hS` identifies the set with `Set.Ico 0 (exp (-β * z))`, the interval $[0,e^{-\beta z})$, and `isLUB_Ico` gives the least upper bound of a nonempty half-open interval. Optimality refers to the whole class of laws; for one given law the probability may lie far below the bound.

```lean
/-- For `β, z > 0`, `exp(-β z)` is the least upper bound of `Prob(W ≤ dF - z)` over work laws
obeying the Jarzynski equality, and no such law reaches it. -/
theorem bound_optimal_not_attained {β z : ℝ} (dF : ℝ) (hβ : 0 < β) (hz : 0 < z) :
    IsLUB {q | ∃ L : WorkLaw, L.Jarzynski β dF ∧ L.probLe (dF - z) = q} (exp (-β * z)) ∧
      ¬ ∃ L : WorkLaw, L.Jarzynski β dF ∧ L.probLe (dF - z) = exp (-β * z) := by
  have hS : {q | ∃ L : WorkLaw, L.Jarzynski β dF ∧ L.probLe (dF - z) = q}
      = Set.Ico 0 (exp (-β * z)) := by
    ext q
    constructor
    · rintro ⟨L, hL, rfl⟩
      refine ⟨Finset.sum_nonneg fun i _ => ?_, probLe_lt hβ hz hL⟩
      split_ifs
      · exact L.nonneg i
      · exact le_rfl
    · exact fun h => (violation_attainable_iff dF hβ hz h.1).2 h.2
  refine ⟨?_, fun ⟨L, hL, hp⟩ => (probLe_lt hβ hz hL).ne hp⟩
  rw [hS]
  exact isLUB_Ico (exp_pos _)
```

## A fixed cap, and zero margin

`capped_maximum` restricts the class to laws with $W_i\le\Delta F+M$ for a given $M\ge0$. The cap stands for a process whose dissipated work in any single realisation is limited to $M$. `IsGreatest` says that $q^*$ belongs to the set and bounds it. Membership uses the two-value law, with `h0` and `h1` showing $0\le q^*\le1$ and `div_mul_cancel₀` supplying $q^*(E-m)=1-m$. The bound is `capped_bound` divided by $E-m$, which is positive by `hd`. At $M=0$ the maximum is $0$.

```lean
/-- For `β, z > 0` and `M ≥ 0`, among work laws obeying the Jarzynski equality with
`W ≤ dF + M`, the largest `Prob(W ≤ dF - z)` is `(1 - exp(-β M)) / (exp(β z) - exp(-β M))`. -/
theorem capped_maximum {β z M : ℝ} (dF : ℝ) (hβ : 0 < β) (hz : 0 < z) (hM : 0 ≤ M) :
    IsGreatest {q | ∃ L : WorkLaw, L.Jarzynski β dF ∧ (∀ i, L.W i ≤ dF + M) ∧
      L.probLe (dF - z) = q} ((1 - exp (-β * M)) / (exp (β * z) - exp (-β * M))) := by
  have hm1 : exp (-β * M) ≤ 1 := exp_le_one_iff.2 (by nlinarith)
  have hE : 1 < exp (β * z) := by linarith [add_one_le_exp (β * z), mul_pos hβ hz]
  have hd : 0 < exp (β * z) - exp (-β * M) := by linarith
  constructor
  · have h0 : 0 ≤ (1 - exp (-β * M)) / (exp (β * z) - exp (-β * M)) :=
      div_nonneg (by linarith) hd.le
    have h1 : (1 - exp (-β * M)) / (exp (β * z) - exp (-β * M)) ≤ 1 := by
      rw [div_le_one hd]; linarith
    refine ⟨twoPoint _ (dF - z) (dF + M) h0 h1, ?_, ?_, ?_⟩
    · apply twoPoint_jarzynski
      linear_combination div_mul_cancel₀ (1 - exp (-β * M)) hd.ne'
    · show ∀ i : Fin 2, (![dF - z, dF + M] : Fin 2 → ℝ) i ≤ dF + M
      rw [Fin.forall_fin_two]
      exact ⟨show dF - z ≤ dF + M by linarith, le_refl (dF + M)⟩
    · exact probLe_twoPoint _ _ le_rfl (by linarith)
  · rintro q ⟨L, hL, hW, rfl⟩
    rw [le_div_iff₀ hd]
    exact capped_bound z hβ hL hW
```

`attained_at_zero_margin` holds for every real $\beta$. The law is written as a two-value law with $q=1$, whose second outcome at $\Delta F+1$ has probability zero. It obeys the equality and has $\mathrm{Prob}(W\le\Delta F-0)=e^{-\beta\cdot0}=1$.

```lean
/-- The law with all its mass at `W = dF` obeys the Jarzynski equality and has
`Prob(W ≤ dF - z) = exp(-β z)` at `z = 0`. -/
theorem attained_at_zero_margin (β dF : ℝ) :
    (twoPoint 1 dF (dF + 1) zero_le_one le_rfl).Jarzynski β dF ∧
      (twoPoint 1 dF (dF + 1) zero_le_one le_rfl).probLe (dF - 0) = exp (-β * 0) := by
  constructor
  · unfold WorkLaw.Jarzynski
    rw [expAvg_twoPoint]
    simp
  · rw [mul_zero, exp_zero]
    exact probLe_twoPoint _ _ (by linarith) (by linarith)

end

end SecondLawViolationSharpness
```

```lean
#print axioms SecondLawViolationSharpness.bound_optimal_not_attained
#print axioms SecondLawViolationSharpness.capped_maximum
#print axioms SecondLawViolationSharpness.attained_at_zero_margin
```

```
'SecondLawViolationSharpness.bound_optimal_not_attained' depends on axioms: [propext, Classical.choice, Quot.sound]
'SecondLawViolationSharpness.capped_maximum' depends on axioms: [propext, Classical.choice, Quot.sound]
'SecondLawViolationSharpness.attained_at_zero_margin' depends on axioms: [propext, Classical.choice, Quot.sound]
```

## Continuous and infinite work values

A work law can also be modelled as a probability measure on the real line, which covers continuous and unbounded distributions; the theorems above do not treat that setting or the one described after it. The two-value laws would still supply every $q<e^{-\beta z}$. The strict bound would need a different argument, since a finite cap need not exist: one would use that the positive function $e^{\beta(\Delta F-W)}$ has a positive integral over any set of positive probability. The attainable interval would stay the same. Allowing the value $W=+\infty$, as for a sudden insertion that can produce a hard-core overlap, would change the answer. With the convention $e^{-\infty}=0$, mass $e^{-\beta z}$ at $\Delta F-z$ and the rest at $+\infty$ would satisfy the balance equation, and the bound would be reached.
